# Exchanging exponentials of bounded fields whose commutator commutes with both

To evaluate a correlation function of a Luttinger liquid by bosonization, one reorders exponentials of boson fields and collects a factor for each swap. For two fields $A$ and $B$ with commutator $C = AB - BA$, the swap reads

$$e^{A} e^{B} = e^{C} e^{B} e^{A}.$$

It is proved here for elements of a complex Banach algebra, that is, for bounded fields, under the hypothesis that $C$ commutes with both $A$ and $B$. In bosonization such a factor supplies the minus sign between exponentials that represent electrons of one species at different points; for different species, Klein factors are often introduced to supply it. The boson fields of the continuum theory, however, are unbounded and have a numerical commutator, a case that the Banach-algebra setting turns out to exclude. Bounded Hermitian fields satisfy the hypothesis only if they commute, and the factor is then $1$. An exchange with a numerical phase is therefore treated separately, for translations and plane waves.

## Fields as algebra elements

A field is an element of an algebra, and its vertex operator is its exponential, defined by the power series. There is no normal ordering, cutoff or Klein factor in this model, and no Hamiltonian.

```lean
import Mathlib

open NormedSpace

namespace VertexExchange

noncomputable section
```

The commutator needs only a ring, so the same definition serves for abstract fields and for matrices. Its sign convention fixes which side of the exchange relation carries $e^{C}$.

```lean
/-- The commutator `AB - BA` of two fields. -/
def comm {R : Type*} [Ring R] (A B : R) : R := A * B - B * A
```

## Moving a field through a power

Suppose that $C$ commutes with $A$. Then for every $n \ge 0$

$$A^{n+1} B = B A^{n+1} + (n+1)\, C A^{n}.$$

For $n = 0$ this is the definition of $C$. If it holds for $n$, then

$$\begin{aligned}
A^{n+2} B &= A\,(A^{n+1}B) = (AB)A^{n+1} + (n+1)\,A C A^{n} \\
&= (BA + C)A^{n+1} + (n+1)\,C A^{n+1} \\
&= B A^{n+2} + (n+2)\,C A^{n+1}.
\end{aligned}$$

```lean
variable {𝔸 : Type*} [NormedRing 𝔸] [NormedAlgebra ℂ 𝔸]

/-- Moving a field `B` through a power of `A` produces one commutator for each factor `A`. -/
theorem pow_mul_field {A B : 𝔸} (hA : Commute (comm A B) A) (n : ℕ) :
    A ^ (n + 1) * B = B * A ^ (n + 1) + ((n : ℂ) + 1) • (comm A B * A ^ n) := by
  have hAB : A * B = B * A + comm A B := by unfold comm; abel
  induction n with
  | zero => simp [comm]
  | succ n ih =>
    calc A ^ (n + 1 + 1) * B = A * (A ^ (n + 1) * B) := by
          rw [pow_succ' A (n + 1), mul_assoc]
      _ = A * B * A ^ (n + 1) + ((n : ℂ) + 1) • (A * comm A B * A ^ n) := by
          rw [ih, mul_add, mul_smul_comm]
          simp only [mul_assoc]
      _ = (B * A + comm A B) * A ^ (n + 1)
            + ((n : ℂ) + 1) • (comm A B * A ^ (n + 1)) := by
          rw [← hA.eq, hAB, mul_assoc (comm A B) A, ← pow_succ' A n]
      _ = _ := by
          rw [add_mul, mul_assoc B A, ← pow_succ' A (n + 1)]
          push_cast
          module
```

The type `𝔸` is a complex normed algebra, whose norm satisfies $\|XY\| \le \|X\|\,\|Y\|$. The hypothesis `hA` says that $C$ commutes with $A$. The `calc` block follows the lines above, with `hA.eq` exchanging $A$ and $C$.

## A scalar commutator must vanish

For free boson fields the commutator is a number, $C = c \cdot 1$, which commutes with everything. Bounded fields allow this only for $c = 0$. With $C = c \cdot 1$, the previous identity becomes

$$A^{n+1}B - BA^{n+1} = (n+1)\,c\,A^{n}.$$

Assume $c \neq 0$. No power of $A$ vanishes: $A^0 = 1 \neq 0$ in a nontrivial algebra, and $A^{n+1} = 0$ would give $(n+1)\,c\,A^{n} = 0$, hence $A^{n} = 0$. Taking norms,

$$(n+1)\,|c|\,\|A^{n}\| \le 2\,\|B\|\,\|A^{n+1}\| \le 2\,\|A\|\,\|B\|\,\|A^{n}\|.$$

Dividing by $\|A^{n}\| > 0$ gives $(n+1)|c| \le 2\|A\|\|B\|$ for all $n$, which is impossible.

```lean
/-- In a nontrivial complex normed algebra, a commutator that is a number `c` times the
identity has `c = 0`. -/
theorem scalar_comm_eq_zero [Nontrivial 𝔸] {A B : 𝔸} {c : ℂ}
    (h : comm A B = c • (1 : 𝔸)) : c = 0 := by
  by_contra hc
  have hA : Commute (comm A B) A := by
    rw [h]
    exact (Commute.one_left A).smul_left c
  have e : ∀ n : ℕ, A ^ (n + 1) * B = B * A ^ (n + 1) + ((n : ℂ) + 1) • (c • A ^ n) := by
    intro n
    have := pow_mul_field hA n
    rwa [h, smul_mul_assoc, one_mul] at this
  -- no power of `A` vanishes
  have hp : ∀ n : ℕ, A ^ n ≠ 0 := by
    intro n
    induction n with
    | zero => simp
    | succ n ih =>
      intro h0
      have e' := e n
      rw [h0, zero_mul, mul_zero, zero_add] at e'
      exact smul_ne_zero (Nat.cast_add_one_ne_zero n) (smul_ne_zero hc ih) e'.symm
  -- comparing norms bounds `(n + 1) |c|` uniformly in `n`
  have bound : ∀ n : ℕ, ((n : ℝ) + 1) * ‖c‖ ≤ 2 * ‖A‖ * ‖B‖ := by
    intro n
    have hn : ‖(n : ℂ) + 1‖ = (n : ℝ) + 1 := by
      rw [← Nat.cast_succ (R := ℂ), Complex.norm_natCast, Nat.cast_succ]
    have hle : ‖A ^ (n + 1)‖ ≤ ‖A ^ n‖ * ‖A‖ := by
      rw [pow_succ]
      exact norm_mul_le _ _
    refine le_of_mul_le_mul_right ?_ (norm_pos_iff.mpr (hp n))
    calc ((n : ℝ) + 1) * ‖c‖ * ‖A ^ n‖ = ‖((n : ℂ) + 1) • (c • A ^ n)‖ := by
          rw [norm_smul, norm_smul, hn, mul_assoc]
      _ = ‖A ^ (n + 1) * B - B * A ^ (n + 1)‖ := by rw [e n, add_sub_cancel_left]
      _ ≤ ‖A ^ (n + 1) * B‖ + ‖B * A ^ (n + 1)‖ := norm_sub_le _ _
      _ ≤ ‖A ^ (n + 1)‖ * ‖B‖ + ‖B‖ * ‖A ^ (n + 1)‖ :=
          add_le_add (norm_mul_le _ _) (norm_mul_le _ _)
      _ = 2 * ‖B‖ * ‖A ^ (n + 1)‖ := by ring
      _ ≤ 2 * ‖B‖ * (‖A ^ n‖ * ‖A‖) := by gcongr
      _ = 2 * ‖A‖ * ‖B‖ * ‖A ^ n‖ := by ring
  have hpos : 0 < ‖c‖ := norm_pos_iff.mpr hc
  obtain ⟨n, hn⟩ := exists_nat_gt (2 * ‖A‖ * ‖B‖ / ‖c‖)
  rw [div_lt_iff₀ hpos] at hn
  linarith [bound n]
```

In the code, `hp` is the statement about powers and `bound` is the norm estimate. The last lines choose an $n$ that violates the bound. Completeness is not needed. The canonical relation $[x,p] = i\hbar$ falls under the same verdict: it has no solution in bounded operators, and in particular none in the finite matrices of a truncated basis.

## The vertex operator displaces the field

From here on the algebra is complete, which makes the exponential series converge. Since $A$ commutes with $-A$,

$$e^{A}e^{-A} = e^{A-A} = e^{0} = 1.$$

```lean
variable [CompleteSpace 𝔸]

/-- The vertex operator of `A` times the vertex operator of `-A` is the identity. -/
theorem exp_mul_exp_neg (A : 𝔸) : exp A * exp (-A) = 1 := by
  let _ : NormedAlgebra ℚ 𝔸 := NormedAlgebra.restrictScalars ℚ ℂ 𝔸
  rw [← exp_add_of_commute (Commute.refl A).neg_right, add_neg_cancel, exp_zero]
```

Now let $C$ commute with $A$, and for complex $t$ set

$$F(t) = e^{-tA}\,(B + tC)\,e^{tA}.$$

The product rule gives

$$F'(t) = e^{-tA}\bigl[-A(B+tC) + C + (B+tC)A\bigr]e^{tA}.$$

The bracket equals $-(AB - BA) + C + t(CA - AC) = -C + C + 0 = 0$. Hence $F(1) = F(0)$, that is, $e^{-A}(B+C)e^{A} = B$. Multiplying by $e^{A}$ from the left,

$$e^{A} B = (B + C)\,e^{A}.$$

```lean
/-- If the commutator of `A` and `B` commutes with `A`, then moving the vertex operator `exp A` from
the left of `B` to the right displaces `B` by that commutator. -/
theorem exp_mul_field {A B : 𝔸} (hA : Commute (comm A B) A) :
    exp A * B = (B + comm A B) * exp A := by
  have hAB : A * B = B * A + comm A B := by unfold comm; abel
  have key : ∀ U V D C : 𝔸, (U * (-A) * D + U * C) * V + U * D * (A * V)
      = U * (-A * D + C + D * A) * V := by
    intros
    noncomm_ring
  -- the displaced field, carried back by the vertex operator, does not depend on `t`
  have hd : ∀ t : ℂ, HasDerivAt
      (fun t : ℂ => exp (t • (-A)) * (B + t • comm A B) * exp (t • A)) 0 t := by
    intro t
    have h1 := hasDerivAt_exp_smul_const (-A) t
    have h2 : HasDerivAt (fun t : ℂ => B + t • comm A B) (comm A B) t := by
      simpa using ((hasDerivAt_id' t).smul_const (comm A B)).const_add B
    have h3 := hasDerivAt_exp_smul_const' A t
    have hz : -A * (B + t • comm A B) + comm A B + (B + t • comm A B) * A = 0 := by
      rw [mul_add, add_mul, mul_smul_comm, smul_mul_assoc, neg_mul, neg_mul, hA.eq, hAB]
      module
    refine ((h1.fun_mul h2).fun_mul h3).congr_deriv ?_
    rw [key, hz, mul_zero, zero_mul]
  have hc := is_const_of_deriv_eq_zero (fun t => (hd t).differentiableAt)
    (fun t => (hd t).deriv) 1 0
  simp only [one_smul, zero_smul, add_zero, exp_zero, one_mul, mul_one] at hc
  calc exp A * B = exp A * (exp (-A) * (B + comm A B) * exp A) := by rw [hc]
    _ = exp A * exp (-A) * (B + comm A B) * exp A := by simp only [mul_assoc]
    _ = (B + comm A B) * exp A := by rw [exp_mul_exp_neg, one_mul]
```

The derivatives of the three factors are `h1`, `h2` and `h3`. The auxiliary identity `key` collects the terms of the product rule into one bracket, and `hz` shows that the bracket is zero. A function on $\mathbb{C}$ with zero derivative is constant, which yields `hc`, the equality of the values at $1$ and $0$.

## The exchange relation

Multiply the displacement formula by $e^{-A}$ from the right to get $e^{A}Be^{-A} = B + C$. Conjugation respects products and limits, so it passes through the power series of $e^{B}$:

$$e^{A}e^{B}e^{-A} = e^{\,e^{A}Be^{-A}} = e^{B+C} = e^{C}e^{B}.$$

The last equality uses that $C$ commutes with $B$. Multiplication by $e^{A}$ from the right gives $e^{A}e^{B} = e^{C}e^{B}e^{A}$.

```lean
/-- Exchange relation: if the commutator of two fields commutes with both of them, swapping
their vertex operators costs the exponential of the commutator. -/
theorem vertex_exchange {A B : 𝔸} (hA : Commute (comm A B) A) (hB : Commute (comm A B) B) :
    exp A * exp B = exp (comm A B) * exp B * exp A := by
  let _ : NormedAlgebra ℚ 𝔸 := NormedAlgebra.restrictScalars ℚ ℂ 𝔸
  have hinv : exp (-A) * exp A = 1 := by simpa using exp_mul_exp_neg (-A)
  let u : 𝔸ˣ := ⟨exp A, exp (-A), exp_mul_exp_neg A, hinv⟩
  -- conjugation by `exp A` passes through the exponential of `B`
  have hu : exp (exp A * B * exp (-A)) = exp A * exp B * exp (-A) := exp_units_conj u B
  rw [exp_mul_field hA, mul_assoc, exp_mul_exp_neg, mul_one, add_comm,
    exp_add_of_commute hB] at hu
  rw [hu, mul_assoc, hinv, mul_one]
```

The two hypotheses `hA` and `hB` enter at different places: `hA` in the displacement of the field, `hB` in splitting $e^{B+C}$. The unit `u` packages $e^{A}$ with its inverse, so that `exp_units_conj` can carry the conjugation through the exponential.

A pair of $2\times 2$ matrices shows what goes wrong without `hB`. Take

$$A = \begin{pmatrix}0&1\\0&0\end{pmatrix},\qquad B = \begin{pmatrix}0&0\\0&1\end{pmatrix}.$$

Then $AB = A$ and $BA = 0$, so $C = A$. This commutes with $A$ but not with $B$. The two sides of the exchange relation are

$$e^{A}e^{B} = \begin{pmatrix}1&e\\0&e\end{pmatrix},\qquad
e^{C}e^{B}e^{A} = \begin{pmatrix}1&1+e\\0&e\end{pmatrix}.$$

They differ. The displacement formula still holds for this pair, and the failure lies in replacing $e^{B+C}$ by $e^{C}e^{B}$.

## Charges multiply in the exponent

Vertex operators usually carry charges, here complex numbers $s$ and $t$. The commutator is bilinear, so $[sA, tB] = st\,C$, and this still commutes with $sA$ and $tB$. Applying the exchange relation to the rescaled fields gives

$$e^{sA}e^{tB} = e^{stC}\,e^{tB}e^{sA}.$$

```lean
/-- If the commutator of two fields commutes with both of them, then for vertex operators with
charges `s` and `t` the exponent of the exchange factor is the commutator of the fields times the
product of the charges. -/
theorem vertex_exchange_charges {A B : 𝔸} (hA : Commute (comm A B) A)
    (hB : Commute (comm A B) B) (s t : ℂ) :
    exp (s • A) * exp (t • B) = exp ((s * t) • comm A B) * exp (t • B) * exp (s • A) := by
  have h : comm (s • A) (t • B) = (s * t) • comm A B := by
    unfold comm
    rw [smul_mul_smul_comm, smul_mul_smul_comm, mul_comm t s, smul_sub]
  rw [← h]
  apply vertex_exchange
  · rw [h]
    exact (hA.smul_left _).smul_right _
  · rw [h]
    exact (hB.smul_left _).smul_right _
```

The step `h` computes the rescaled commutator, and the two remaining goals are the commutation hypotheses for the rescaled fields.

## A nonzero commutator of 3×3 matrices

Although nonzero scalar commutators are excluded, the hypotheses do admit noncommuting elements, but not Hermitian ones. If $A$ is a bounded Hermitian operator on a Hilbert space, the displacement formula for $isA$ gives $e^{isA}Be^{-isA} = B + isC$ for all real $s$. The left side always has the norm of $B$, while the right side stays bounded only if $C = 0$. The matrices of the following example are therefore not Hermitian. Let $P$ have a single entry $1$ in row 1, column 2.

```lean
/-- First matrix of the explicit pair of fields. -/
def fieldP : Matrix (Fin 3) (Fin 3) ℂ := !![0, 1, 0; 0, 0, 0; 0, 0, 0]
```

Let $Q$ have a single entry $1$ in row 2, column 3.

```lean
/-- Second matrix of the explicit pair of fields. -/
def fieldQ : Matrix (Fin 3) (Fin 3) ℂ := !![0, 0, 0; 0, 0, 1; 0, 0, 0]
```

Then $QP = 0$, and $C = PQ$ has a single entry $1$ in row 1, column 3. All four products $CP$, $PC$, $CQ$ and $QC$ vanish, so $C$ commutes with both matrices.

```lean
/-- The matrices `fieldP` and `fieldQ` have the displayed commutator, which commutes with
both of them. -/
theorem vertex_exchange_witness :
    comm fieldP fieldQ = !![0, 0, 1; 0, 0, 0; 0, 0, 0] ∧
      Commute (comm fieldP fieldQ) fieldP ∧ Commute (comm fieldP fieldQ) fieldQ := by
  have h : comm fieldP fieldQ = !![0, 0, 1; 0, 0, 0; 0, 0, 0] := by
    ext i j
    fin_cases i <;> fin_cases j <;>
      simp [comm, fieldP, fieldQ]
  refine ⟨h, ?_, ?_⟩ <;> rw [h, commute_iff_eq] <;> ext i j <;>
    fin_cases i <;> fin_cases j <;>
      simp [fieldP, fieldQ, Matrix.mul_apply, Fin.sum_univ_succ]
```

The proof compares the matrices entry by entry. The theorem concerns the commutator only; to apply the exchange relation to these matrices, one gives them a submultiplicative norm, such as the operator norm.

With charges $s = 2$ and $t = 3$ the exchange can be followed in numbers. Since $P^2 = Q^2 = C^2 = 0$, each exponential stops after its linear term:

$$\begin{aligned}
e^{2P}e^{3Q} &= (1+2P)(1+3Q) = 1 + 2P + 3Q + 6C,\\
e^{3Q}e^{2P} &= (1+3Q)(1+2P) = 1 + 2P + 3Q.
\end{aligned}$$

The exchange factor is $e^{6C} = 1 + 6C$. Multiplying the second line by it from the left adds exactly the missing $6C$, because $CP = CQ = 0$.

## A numerical phase from translations and plane waves

A numerical exchange phase can be obtained directly from the exponentiated operators, without bounded generators. Let $T_a$ translate a function $f$ of a real variable by the length $a$:

$$(T_a f)(x) = f(x + a).$$

```lean
/-- Translation by `a` of functions on the real line. -/
def translation (a : ℝ) : (ℝ → ℂ) →ₗ[ℂ] (ℝ → ℂ) where
  toFun f x := f (x + a)
  map_add' _ _ := rfl
  map_smul' _ _ := rfl
```

Let $M_k$ multiply by a plane wave of real wavenumber $k$:

$$(M_k f)(x) = e^{ikx} f(x).$$

```lean
/-- Multiplication of functions on the real line by the plane wave `exp (i k x)`. -/
def planeWave (k : ℝ) : (ℝ → ℂ) →ₗ[ℂ] (ℝ → ℂ) where
  toFun f x := Complex.exp (Complex.I * k * x) * f x
  map_add' f g := funext fun x => mul_add _ (f x) (g x)
  map_smul' c f := funext fun x => mul_left_comm _ c (f x)
```

Both are linear maps on the space of all functions from $\mathbb{R}$ to $\mathbb{C}$, with no inner product, continuity or integrability required. Acting first with $M_k$ and then with $T_a$ gives

$$(T_a M_k f)(x) = e^{ik(x+a)} f(x+a) = e^{ika}\,(M_k T_a f)(x).$$

```lean
/-- Translation by `a` and multiplication by a plane wave of wavenumber `k` exchange with the
numerical phase `exp (i k a)`. -/
theorem translation_planeWave (a k : ℝ) :
    translation a * planeWave k
      = Complex.exp (Complex.I * k * a) • (planeWave k * translation a) := by
  refine LinearMap.ext fun f => funext fun x => ?_
  change Complex.exp (Complex.I * k * ((x + a : ℝ) : ℂ)) * f (x + a)
    = Complex.exp (Complex.I * k * a) * (Complex.exp (Complex.I * k * x) * f (x + a))
  rw [← mul_assoc, ← Complex.exp_add]
  congr 2
  push_cast
  ring
```

In Lean the product `*` of linear maps is composition, with the right factor acting first. The `change` step writes out both sides at a point $x$, and the rest is the addition rule for exponents. Formally, $T_a = e^{a\,d/dx}$ and $M_k$ is the exponential of multiplication by $ikx$; the commutator of the two exponents is the number $ika$, which matches the phase. This heuristic reading plays no part in the proof.

When $ka = \pi$, the phase is $e^{i\pi} = -1$, and therefore

$$T_a M_k = -M_k T_a.$$

```lean
/-- Translation by `a` and multiplication by a plane wave of wavenumber `k` anticommute when
`k a = π`. -/
theorem translation_planeWave_anticomm {a k : ℝ} (h : k * a = Real.pi) :
    translation a * planeWave k = -(planeWave k * translation a) := by
  have hphase : Complex.I * k * a = Real.pi * Complex.I := by
    rw [← h]
    push_cast
    ring
  rw [translation_planeWave, hphase, Complex.exp_pi_mul_I]
  refine LinearMap.ext fun f => funext fun x => ?_
  change (-1 : ℂ) * (planeWave k (translation a f) x) = -(planeWave k (translation a f) x)
  exact neg_one_mul _

end

end VertexExchange
```

For example, a shift by $a = 1/2$ anticommutes with a plane wave of wavenumber $k = 2\pi$, whose period is $1$: the shift covers half a period and reverses the sign of the wave. This is the sign that fermion operators acquire on exchange, obtained here for operators on functions of one variable and not for the fields of a Luttinger liquid.

```lean
#print axioms VertexExchange.scalar_comm_eq_zero
#print axioms VertexExchange.vertex_exchange_charges
#print axioms VertexExchange.translation_planeWave_anticomm
```

```
'VertexExchange.scalar_comm_eq_zero' depends on axioms: [propext, Classical.choice, Quot.sound]
'VertexExchange.vertex_exchange_charges' depends on axioms: [propext, Classical.choice, Quot.sound]
'VertexExchange.translation_planeWave_anticomm' depends on axioms: [propext, Classical.choice, Quot.sound]
```
